# The $1/L^2$ error of Resta's localization spread for a fixed finite distribution

## A localized particle in a periodic cell

A particle is localized in a region much smaller than the simulation cell, but the cell is periodic with length $L$. The position operator does not respect the periodicity: expectation values of $x$ and $x^2$ over one cell depend on where the cell is cut, and the variance obtained from them can depend on it too. Resta's spread avoids this choice by using a periodic phase factor. How far is this spread from the variance when $L$ is large but finite?

Let the particle be found at position $x_j$ with weight $p_j$, where $j$ runs over a finite set and $\sum_j p_j=1$. Define

$$z(k)=\sum_j p_j e^{ikx_j},\qquad S(L)=-\left(\frac{L}{2\pi}\right)^2\ln\left|z(2\pi/L)\right|^2 .$$

With the mean $\bar x=\sum_j p_jx_j$, the central moments are $m_n=\sum_j p_j(x_j-\bar x)^n$, and $m_2$ is the variance. The result is

$$L^2\,(S(L)-m_2)\;\to\;-\frac{\pi^2}{3}\,(m_4-3m_2^2)\qquad(L\to\infty).$$

This gives the $1/L^2$ term for extrapolating spreads computed in periodic supercells, for a one-particle distribution that stays the same as the cell grows. If $m_4=3m_2^2$, this term is zero and the error vanishes faster than $1/L^2$. Resta's many-electron formula uses the total position of all electrons in a many-electron state; that setting is not treated here.

## From pair cosines to the error term

Multiplying $z$ by its conjugate gives

$$|z(k)|^2=\sum_{i,j}p_ip_j\cos\big(k(x_i-x_j)\big).$$

Put $u_j=x_j-\bar x$, so that $\sum_j p_ju_j=0$. Expanding $(u_i-u_j)^2$ and $(u_i-u_j)^4$, every term containing a first moment vanishes, and

$$\sum_{i,j}p_ip_j(x_i-x_j)^2=2m_2,\qquad \sum_{i,j}p_ip_j(x_i-x_j)^4=2m_4+6m_2^2 .$$

With $\cos y=1-y^2/2+y^4/24+O(|y|^5)$ this becomes

$$|z(k)|^2=1-m_2k^2+\frac{m_4+3m_2^2}{12}\,k^4+o(k^4).$$

Now set $w=1-|z(k)|^2$ and use $\ln(1-w)=-w-w^2/2+O(|w|^3)$. Since $w^2=m_2^2k^4+o(k^4)$,

$$\ln|z(k)|^2=-m_2k^2+\left(\frac{m_4+3m_2^2}{12}-\frac{m_2^2}{2}\right)k^4+o(k^4)
=-m_2k^2+\frac{m_4-3m_2^2}{12}\,k^4+o(k^4).$$

At $k=2\pi/L$ the spread is $S(L)=-\ln|z(k)|^2/k^2$, hence

$$S(L)=m_2-\frac{4\pi^2}{12L^2}(m_4-3m_2^2)+o(1/L^2),$$

which is the stated limit.

## Cancelling the error with two cells

Write $C$ for the limit. Then $S(L)=m_2+C/L^2+o(1/L^2)$ and $S(2L)=m_2+C/(4L^2)+o(1/L^2)$. In $(4S(2L)-S(L))/3$ the terms in $C$ cancel, leaving $m_2+o(1/L^2)$.

## One site, two sites, and a wrong normalization

For a single site with weight one, $|z|=1$, so $S(L)=0=m_2$ in every cell and there is no error.

For weights $1/2$ at $a$ and $-a$, $m_2=a^2$ and $m_4=a^4$, so the limit is $2\pi^2a^4/3$. For $a\neq0$ the error is therefore truly of order $1/L^2$, and $S$ overestimates the variance in large cells.

Some condition on the total weight is needed. Put a single weight $2$ at $x=0$: then $m_2=m_4=0$, but $S(L)=-(L/2\pi)^2\ln4$ diverges.

## The statement in Lean

The positions and weights are functions `p x : ι → ℝ` on a finite type `ι`, and `hp` says that the weights sum to one. Positivity is not assumed; probabilities are a special case. The definitions `structureFactor`, `mean`, `centralMoment` and `spread` are $z$, $\bar x$, $m_n$ and $S$. In `spread_finite_cell_error`, `Tendsto … atTop` lets $L$ grow through all real values.

The $x_j$ are fixed real numbers, not positions modulo $L$. Shifting one of them by $L$ leaves $S(L)$ unchanged but generally alters the variance.

Lean sets `Real.log 0` to zero, which would matter where $z$ vanishes, as it does for the two-site example at $L=4a$ with $a>0$. The theorem `structureFactor_ne_zero` shows that this does not happen in sufficiently large cells.

The theorems concern finitely many positions and weights independent of $L$. They give limits, with no explicit bound on the error at a given $L$.

```lean
import Mathlib

open Filter Topology
open scoped Real

namespace RestaSpread

noncomputable section

variable {ι : Type*} [Fintype ι]

/-- The structure factor `z(k) = ∑ p_j exp(i k x_j)` of weights `p_j` at positions `x_j`. -/
def structureFactor (p x : ι → ℝ) (k : ℝ) : ℂ :=
  ∑ j, (p j : ℂ) * Complex.exp (((k * x j : ℝ) : ℂ) * Complex.I)

/-- Resta's localization spread `S(L) = -(L/2π)² ln |z(2π/L)|²` in a periodic cell of length `L`,
for `L ≠ 0` and `z(2π/L) ≠ 0`. -/
def spread (p x : ι → ℝ) (L : ℝ) : ℝ :=
  -(L / (2 * π)) ^ 2 * Real.log (‖structureFactor p x (2 * π / L)‖ ^ 2)

/-- The sum `∑ p_j x_j`, which is the mean position when the weights sum to one. -/
def mean (p x : ι → ℝ) : ℝ := ∑ j, p j * x j

/-- The central moment of order `n`, `∑ p_j (x_j - mean)^n`; if the `p_j` are probabilities of sum
one, order two is the variance. -/
def centralMoment (p x : ι → ℝ) (n : ℕ) : ℝ := ∑ j, p j * (x j - mean p x) ^ n

/-- The squared modulus of the structure factor is the sum of `p_i p_j cos(k (x_i - x_j))` over all
ordered pairs `(i, j)`, including `i = j`. -/
theorem norm_sq_structureFactor (p x : ι → ℝ) (k : ℝ) :
    ‖structureFactor p x k‖ ^ 2 = ∑ i, ∑ j, p i * p j * Real.cos (k * (x i - x j)) := by
  have hre : (structureFactor p x k).re = ∑ j, p j * Real.cos (k * x j) := by
    simp only [structureFactor, Complex.re_sum, Complex.re_ofReal_mul,
      Complex.exp_ofReal_mul_I_re]
  have him : (structureFactor p x k).im = ∑ j, p j * Real.sin (k * x j) := by
    simp only [structureFactor, Complex.im_sum, Complex.im_ofReal_mul,
      Complex.exp_ofReal_mul_I_im]
  rw [Complex.sq_norm, Complex.normSq_apply, hre, him, Finset.sum_mul_sum, Finset.sum_mul_sum,
    ← Finset.sum_add_distrib]
  refine Finset.sum_congr rfl fun i _ => ?_
  rw [← Finset.sum_add_distrib]
  refine Finset.sum_congr rfl fun j _ => ?_
  rw [mul_sub, Real.cos_sub]
  ring

/-- For weights of sum one, the second and fourth moments of the pair separation are
`2 m2` and `2 m4 + 6 m2²` in terms of the central moments. -/
theorem pair_moments (p x : ι → ℝ) (hp : ∑ j, p j = 1) :
    ∑ i, ∑ j, p i * p j * (x i - x j) ^ 2 = 2 * centralMoment p x 2 ∧
    ∑ i, ∑ j, p i * p j * (x i - x j) ^ 4 =
      2 * centralMoment p x 4 + 6 * centralMoment p x 2 ^ 2 := by
  have h0 : centralMoment p x 0 = 1 := by
    simp only [centralMoment, pow_zero, mul_one, hp]
  have h1 : centralMoment p x 1 = 0 := by
    simp only [centralMoment, pow_one, mul_sub, Finset.sum_sub_distrib]
    rw [← Finset.sum_mul, hp, one_mul]
    simp [mean]
  -- expand the separation in deviations from the mean
  have e2 : ∑ i, ∑ j, p i * p j * (x i - x j) ^ 2 =
      centralMoment p x 2 * centralMoment p x 0 - 2 * (centralMoment p x 1 * centralMoment p x 1)
        + centralMoment p x 0 * centralMoment p x 2 := by
    simp only [centralMoment, Finset.sum_mul_sum]
    simp only [Finset.mul_sum, ← Finset.sum_add_distrib, ← Finset.sum_sub_distrib]
    refine Finset.sum_congr rfl fun i _ => Finset.sum_congr rfl fun j _ => ?_
    ring
  have e4 : ∑ i, ∑ j, p i * p j * (x i - x j) ^ 4 =
      centralMoment p x 4 * centralMoment p x 0 - 4 * (centralMoment p x 3 * centralMoment p x 1)
        + 6 * (centralMoment p x 2 * centralMoment p x 2)
        - 4 * (centralMoment p x 1 * centralMoment p x 3)
        + centralMoment p x 0 * centralMoment p x 4 := by
    simp only [centralMoment, Finset.sum_mul_sum]
    simp only [Finset.mul_sum, ← Finset.sum_add_distrib, ← Finset.sum_sub_distrib]
    refine Finset.sum_congr rfl fun i _ => Finset.sum_congr rfl fun j _ => ?_
    ring
  rw [e2, e4, h0, h1]
  constructor <;> ring

/-- For `|y| ≤ 1` the cosine differs from its quartic Taylor polynomial by at most `|y|⁵/100`. -/
theorem cos_quartic_bound {y : ℝ} (hy : |y| ≤ 1) :
    |Real.cos y - (1 - y ^ 2 / 2 + y ^ 4 / 24)| ≤ |y| ^ 5 / 100 := by
  have hn : ‖(y : ℂ) * Complex.I‖ = |y| := by simp
  have h := Complex.exp_bound (x := (y : ℂ) * Complex.I) (by rw [hn]; exact hy)
    (n := 5) (by norm_num)
  have e : Complex.exp ((y : ℂ) * Complex.I)
      - ∑ m ∈ Finset.range 5, ((y : ℂ) * Complex.I) ^ m / (m.factorial : ℂ) =
      ((Real.cos y - (1 - y ^ 2 / 2 + y ^ 4 / 24) : ℝ) : ℂ)
        + ((Real.sin y - (y - y ^ 3 / 6) : ℝ) : ℂ) * Complex.I := by
    rw [Complex.exp_mul_I]
    simp only [Finset.sum_range_succ, Finset.sum_range_zero, Nat.factorial]
    push_cast
    linear_combination (-(y : ℂ) ^ 2 / 2 - (y : ℂ) ^ 3 * Complex.I / 6
      - (y : ℂ) ^ 4 / 24 * (Complex.I ^ 2 - 1)) * Complex.I_sq
  rw [e, hn] at h
  have r := (Complex.abs_re_le_norm _).trans h
  rw [Complex.add_re, Complex.re_ofReal_mul, Complex.I_re, mul_zero, add_zero,
    Complex.ofReal_re] at r
  refine r.trans (le_of_eq ?_)
  simp only [Nat.factorial]
  push_cast
  ring

/-- For weights of sum one, `|z(k)|² = 1 - m2 k² + (m4 + 3 m2²) k⁴/12 + o(k⁴)` as `k → 0`. -/
theorem norm_sq_expansion (p x : ι → ℝ) (hp : ∑ j, p j = 1) :
    Tendsto (fun k : ℝ => (‖structureFactor p x k‖ ^ 2 - 1 + centralMoment p x 2 * k ^ 2) / k ^ 4)
      (𝓝[≠] 0) (𝓝 ((centralMoment p x 4 + 3 * centralMoment p x 2 ^ 2) / 12)) := by
  -- the quartic coefficient of a single cosine
  have hcos : ∀ d : ℝ, Tendsto (fun k : ℝ => (Real.cos (k * d) - 1 + (k * d) ^ 2 / 2) / k ^ 4)
      (𝓝[≠] 0) (𝓝 (d ^ 4 / 24)) := by
    intro d
    have hs : Tendsto (fun k : ℝ => |k * d|) (𝓝[≠] 0) (𝓝 0) :=
      ((by fun_prop : Continuous fun k : ℝ => |k * d|).tendsto' 0 0 (by simp)).mono_left
        nhdsWithin_le_nhds
    have ha : Tendsto (fun k : ℝ => |k| * (|d| ^ 5 / 100)) (𝓝[≠] 0) (𝓝 0) :=
      ((by fun_prop : Continuous fun k : ℝ => |k| * (|d| ^ 5 / 100)).tendsto' 0 0
        (by simp)).mono_left nhdsWithin_le_nhds
    refine tendsto_sub_nhds_zero_iff.mp (squeeze_zero_norm' ?_ ha)
    filter_upwards [hs.eventually_lt_const one_pos, self_mem_nhdsWithin] with k h1 hk
    have hk0 : k ≠ 0 := hk
    have hk4 : 0 < k ^ 4 := by positivity
    have e : (Real.cos (k * d) - 1 + (k * d) ^ 2 / 2) / k ^ 4 - d ^ 4 / 24 =
        (Real.cos (k * d) - (1 - (k * d) ^ 2 / 2 + (k * d) ^ 4 / 24)) / k ^ 4 := by
      rw [eq_div_iff hk4.ne', sub_mul, div_mul_cancel₀ _ hk4.ne']
      ring
    have h4 : |k| ^ 4 = k ^ 4 := by rw [← abs_pow, abs_of_pos hk4]
    rw [e, Real.norm_eq_abs, abs_div, abs_of_pos hk4, div_le_iff₀ hk4]
    refine (cos_quartic_bound h1.le).trans (le_of_eq ?_)
    rw [abs_mul, ← h4]
    ring
  have s : Tendsto (fun k : ℝ => ∑ i, ∑ j, p i * p j *
      ((Real.cos (k * (x i - x j)) - 1 + (k * (x i - x j)) ^ 2 / 2) / k ^ 4))
      (𝓝[≠] 0) (𝓝 (∑ i, ∑ j, p i * p j * ((x i - x j) ^ 4 / 24))) :=
    tendsto_finsetSum _ fun i _ => tendsto_finsetSum _ fun j _ =>
      (hcos (x i - x j)).const_mul (p i * p j)
  obtain ⟨m2, m4⟩ := pair_moments p x hp
  have hB : ∑ i, ∑ j, p i * p j = 1 := by simp only [← Finset.mul_sum, hp, mul_one]
  have hl : ∑ i, ∑ j, p i * p j * ((x i - x j) ^ 4 / 24) =
      (centralMoment p x 4 + 3 * centralMoment p x 2 ^ 2) / 12 := by
    have : ∑ i, ∑ j, p i * p j * ((x i - x j) ^ 4 / 24) =
        (∑ i, ∑ j, p i * p j * (x i - x j) ^ 4) / 24 := by
      simp only [Finset.sum_div, mul_div_assoc]
    rw [this, m4]
    ring
  rw [hl] at s
  refine s.congr fun k => ?_
  have e : ∑ i, ∑ j, p i * p j *
      ((Real.cos (k * (x i - x j)) - 1 + (k * (x i - x j)) ^ 2 / 2) / k ^ 4) =
      (∑ i, ∑ j, p i * p j * Real.cos (k * (x i - x j)) - ∑ i, ∑ j, p i * p j
        + k ^ 2 / 2 * ∑ i, ∑ j, p i * p j * (x i - x j) ^ 2) / k ^ 4 := by
    simp only [Finset.mul_sum, Finset.sum_div, ← Finset.sum_add_distrib,
      ← Finset.sum_sub_distrib]
    refine Finset.sum_congr rfl fun i _ => Finset.sum_congr rfl fun j _ => ?_
    ring
  rw [e, hB, m2, norm_sq_structureFactor]
  ring

/-- If `F(k) = 1 - v k² + c k⁴ + o(k⁴)` as `k → 0`, then
`ln F(k) = -v k² + (c - v²/2) k⁴ + o(k⁴)`. -/
theorem log_expansion {F : ℝ → ℝ} {v c : ℝ}
    (h : Tendsto (fun k : ℝ => (F k - 1 + v * k ^ 2) / k ^ 4) (𝓝[≠] 0) (𝓝 c)) :
    Tendsto (fun k : ℝ => (Real.log (F k) + v * k ^ 2) / k ^ 4) (𝓝[≠] 0)
      (𝓝 (c - v ^ 2 / 2)) := by
  have ht : Tendsto (fun k : ℝ => k) (𝓝[≠] 0) (𝓝 0) := tendsto_id.mono_left nhdsWithin_le_nhds
  have hne : ∀ᶠ k : ℝ in 𝓝[≠] 0, k ≠ 0 := self_mem_nhdsWithin
  have hq : Tendsto (fun k : ℝ => (1 - F k) / k ^ 2) (𝓝[≠] 0) (𝓝 v) := by
    have e := (tendsto_const_nhds (x := v)).sub ((ht.pow 2).mul h)
    rw [show v - 0 ^ 2 * c = v by ring] at e
    refine e.congr' ?_
    filter_upwards [hne] with k hk
    field_simp
    ring
  have hw : Tendsto (fun k : ℝ => 1 - F k) (𝓝[≠] 0) (𝓝 0) := by
    have e := (ht.pow 2).mul hq
    rw [show (0 : ℝ) ^ 2 * v = 0 by ring] at e
    refine e.congr' ?_
    filter_upwards [hne] with k hk
    exact mul_div_cancel₀ _ (pow_ne_zero 2 hk)
  have hwa : Tendsto (fun k : ℝ => |1 - F k|) (𝓝[≠] 0) (𝓝 0) := by
    have e := hw.abs
    rwa [abs_zero] at e
  -- the cubic remainder of the logarithm is negligible
  have hR : Tendsto (fun k : ℝ => (Real.log (F k) + (1 - F k) + (1 - F k) ^ 2 / 2) / k ^ 4)
      (𝓝[≠] 0) (𝓝 0) := by
    have ha := (hq.pow 2).mul (hwa.div ((tendsto_const_nhds (x := (1 : ℝ))).sub hwa)
      (by norm_num))
    rw [show v ^ 2 * ((0 : ℝ) / (1 - 0)) = 0 by simp] at ha
    refine squeeze_zero_norm' ?_ ha
    filter_upwards [hne, hwa.eventually_lt_const one_pos] with k hk h1
    have hk4 : 0 < k ^ 4 := by positivity
    have b := Real.abs_log_sub_add_sum_range_le h1 2
    have e : (∑ i ∈ Finset.range 2, (1 - F k) ^ (i + 1) / ((i : ℝ) + 1))
        + Real.log (1 - (1 - F k)) = Real.log (F k) + (1 - F k) + (1 - F k) ^ 2 / 2 := by
      rw [show 1 - (1 - F k) = F k by ring]
      simp only [Finset.sum_range_succ, Finset.sum_range_zero, Nat.cast_zero, Nat.cast_one]
      ring
    rw [e] at b
    have h3 : |1 - F k| ^ (2 + 1) = (1 - F k) ^ 2 * |1 - F k| := by rw [pow_succ, sq_abs]
    rw [h3] at b
    rw [Real.norm_eq_abs, abs_div, abs_of_pos hk4]
    refine (div_le_div_of_nonneg_right b hk4.le).trans (le_of_eq ?_)
    simp only [Pi.div_apply]
    ring
  have e := (h.sub ((hq.pow 2).div_const 2)).add hR
  rw [add_zero] at e
  refine e.congr fun k => ?_
  ring

/-- As the cell length grows, the wave number `2π/L` tends to zero through nonzero values. -/
theorem tendsto_waveNumber : Tendsto (fun L : ℝ => 2 * π / L) atTop (𝓝[≠] 0) := by
  refine tendsto_nhdsWithin_iff.mpr ⟨tendsto_const_nhds.div_atTop tendsto_id, ?_⟩
  filter_upwards [eventually_gt_atTop 0] with L hL
  exact (div_pos Real.two_pi_pos hL).ne'

/-- For weights of sum one, `z(2π/L)` is nonzero in every sufficiently large cell. -/
theorem structureFactor_ne_zero (p x : ι → ℝ) (hp : ∑ j, p j = 1) :
    ∀ᶠ L : ℝ in atTop, structureFactor p x (2 * π / L) ≠ 0 := by
  have hc : Continuous (structureFactor p x) := by
    unfold structureFactor
    fun_prop
  have h0 : structureFactor p x 0 = 1 := by
    simp only [structureFactor, zero_mul, Complex.ofReal_zero, Complex.exp_zero, mul_one]
    exact_mod_cast hp
  have h := (hc.tendsto' 0 1 h0).comp (tendsto_waveNumber.mono_right nhdsWithin_le_nhds)
  exact h.eventually_ne one_ne_zero

/-- Finite-cell error of Resta's spread: for real weights of sum one,
`L² (S(L) - m2)` tends to `-(π²/3)(m4 - 3 m2²)` as the cell length `L` grows. -/
theorem spread_finite_cell_error (p x : ι → ℝ) (hp : ∑ j, p j = 1) :
    Tendsto (fun L : ℝ => L ^ 2 * (spread p x L - centralMoment p x 2)) atTop
      (𝓝 (-(π ^ 2 / 3) * (centralMoment p x 4 - 3 * centralMoment p x 2 ^ 2))) := by
  have h := ((log_expansion (norm_sq_expansion p x hp)).comp tendsto_waveNumber).const_mul
    (-(4 * π ^ 2))
  rw [show -(4 * π ^ 2) * ((centralMoment p x 4 + 3 * centralMoment p x 2 ^ 2) / 12
      - centralMoment p x 2 ^ 2 / 2) =
      -(π ^ 2 / 3) * (centralMoment p x 4 - 3 * centralMoment p x 2 ^ 2) by ring] at h
  refine h.congr' ?_
  filter_upwards [eventually_gt_atTop 0] with L hL
  have hL0 : L ≠ 0 := hL.ne'
  have hpi : π ≠ 0 := Real.pi_ne_zero
  simp only [Function.comp_apply, spread]
  generalize Real.log (‖structureFactor p x (2 * π / L)‖ ^ 2) = l
  field_simp
  ring

/-- For weights of sum one, the combination `(4 S(2L) - S(L))/3` of two cell lengths approaches the
second central moment `m2` with an error that vanishes faster than `1/L²`. -/
theorem spread_extrapolation (p x : ι → ℝ) (hp : ∑ j, p j = 1) :
    Tendsto (fun L : ℝ => L ^ 2 *
      ((4 * spread p x (2 * L) - spread p x L) / 3 - centralMoment p x 2)) atTop (𝓝 0) := by
  have h := spread_finite_cell_error p x hp
  have h2 := h.comp (tendsto_id.const_mul_atTop (two_pos : (0 : ℝ) < 2))
  have e := (h2.sub h).div_const 3
  rw [sub_self, zero_div] at e
  refine e.congr fun L => ?_
  simp only [Function.comp_apply, id_eq]
  ring

/-- For two equal weights at `a` and `-a`, `L² (S(L) - a²)` tends to `2π²a⁴/3`. -/
theorem two_site_error (a : ℝ) :
    Tendsto (fun L : ℝ => L ^ 2 * (spread (fun _ : Fin 2 => 1 / 2) ![a, -a] L - a ^ 2)) atTop
      (𝓝 (2 * π ^ 2 * a ^ 4 / 3)) := by
  have hm : mean (fun _ : Fin 2 => 1 / 2) ![a, -a] = 0 := by
    rw [mean, Fin.sum_univ_two]
    simp only [Matrix.cons_val_zero, Matrix.cons_val_one]
    ring
  have h2 : centralMoment (fun _ : Fin 2 => 1 / 2) ![a, -a] 2 = a ^ 2 := by
    rw [centralMoment, hm, Fin.sum_univ_two]
    simp only [Matrix.cons_val_zero, Matrix.cons_val_one]
    ring
  have h4 : centralMoment (fun _ : Fin 2 => 1 / 2) ![a, -a] 4 = a ^ 4 := by
    rw [centralMoment, hm, Fin.sum_univ_two]
    simp only [Matrix.cons_val_zero, Matrix.cons_val_one]
    ring
  have h := spread_finite_cell_error (fun _ : Fin 2 => 1 / 2) ![a, -a]
    (by rw [Fin.sum_univ_two]; norm_num)
  rw [h2, h4] at h
  rw [show 2 * π ^ 2 * a ^ 4 / 3 = -(π ^ 2 / 3) * (a ^ 4 - 3 * (a ^ 2) ^ 2) by ring]
  exact h

end

end RestaSpread
```

```lean
#print axioms RestaSpread.structureFactor_ne_zero
-- 'RestaSpread.structureFactor_ne_zero' depends on axioms: [propext, Classical.choice, Quot.sound]
#print axioms RestaSpread.spread_finite_cell_error
-- 'RestaSpread.spread_finite_cell_error' depends on axioms: [propext, Classical.choice, Quot.sound]
#print axioms RestaSpread.spread_extrapolation
-- 'RestaSpread.spread_extrapolation' depends on axioms: [propext, Classical.choice, Quot.sound]
#print axioms RestaSpread.two_site_error
-- 'RestaSpread.two_site_error' depends on axioms: [propext, Classical.choice, Quot.sound]
```

## How the lemmas carry the expansion

`norm_sq_structureFactor` computes the real and imaginary parts of $z$ and combines them with the cosine difference formula. `pair_moments` first writes the pair sums as products of central moments, then inserts $m_0=1$ and $m_1=0$.

`cos_quartic_bound` supplies the Taylor remainder: it takes Mathlib's bound for the exponential at $iy$, with five terms kept, and passes to the real part. In `norm_sq_expansion` this bound, divided by $k^4$, squeezes the error of each cosine to zero. The limits are then summed over the finitely many pairs, and `pair_moments` identifies the coefficient.

`log_expansion` holds for any function $F$ with the given quartic expansion. With $w=1-F(k)$ and $v$ the coefficient of $-k^2$, it shows $w/k^2\to v$. The logarithm's remainder is at most $|w|^3/(1-|w|)$; divided by $k^4$, this is $(w/k^2)^2\,|w|/(1-|w|)$, which tends to zero.

`tendsto_waveNumber` states that $2\pi/L$ tends to zero without being zero, which permits the substitution in the expansions. `structureFactor_ne_zero` combines it with the continuity of $z$ and $z(0)=1$.

The main theorem composes these limits and multiplies by $-4\pi^2$; `field_simp` and `ring` then match the result with the definition of `spread`. `spread_extrapolation` applies the main theorem at $2L$ and at $L$, subtracts, and divides by three. `two_site_error` evaluates the moments for `![a, -a]` and inserts them.
